# Every complex 2×2 matrix has a unique Pauli expansion, with real coefficients exactly when it is Hermitian

To read the energy offset and the effective field off a two-level Hamiltonian $H$, one multiplies its matrix by $I$, $\sigma_x$, $\sigma_y$ or $\sigma_z$, takes the trace and halves it. The four numbers $h_0, h_x, h_y, h_z$ then give $H = h_0 I + h_x\sigma_x + h_y\sigma_y + h_z\sigma_z$. This step relies on the expansion

$$M = \frac{\operatorname{tr} M}{2}\, I + \sum_{i=x,y,z} \frac{\operatorname{tr}(M\sigma_i)}{2}\,\sigma_i ,$$

which holds for every complex $2\times 2$ matrix $M$. It serves a single spin one-half, or any other system restricted to two levels.

The theorems concern matrices. To apply them to a physical operator, one first represents it by a matrix in a basis of its two-dimensional state space. The basis is taken orthonormal here, so that the matrix adjoint represents the adjoint operator and Hermitian matrices correspond to observables.

```lean
import Mathlib

open Matrix
open scoped ComplexConjugate

namespace PauliBasis

noncomputable section
```

## The four matrices and their trace coefficients

In the orthonormal basis of $\sigma_z$ eigenstates, spin up first and with the standard choice of relative phase, the Pauli matrices have their usual form. Rows and columns are numbered 0 and 1.

```lean
/-- The Pauli matrix `σ_x`. -/
def σx : Matrix (Fin 2) (Fin 2) ℂ := !![0, 1; 1, 0]

/-- The Pauli matrix `σ_y`. -/
def σy : Matrix (Fin 2) (Fin 2) ℂ := !![0, -Complex.I; Complex.I, 0]

/-- The Pauli matrix `σ_z`. -/
def σz : Matrix (Fin 2) (Fin 2) ℂ := !![1, 0; 0, -1]
```

The family `pauli` puts the identity, written `1` in Lean, at position 0 and $\sigma_x,\sigma_y,\sigma_z$ at positions 1, 2, 3. Write $P_\mu$ for its members, $\mu=0,\dots,3$.

```lean
/-- The identity and the three Pauli matrices, numbered 0 to 3. -/
def pauli : Fin 4 → Matrix (Fin 2) (Fin 2) ℂ := ![1, σx, σy, σz]
```

The coefficient of $M$ along $P_\mu$ is defined as $c_\mu = \operatorname{tr}(MP_\mu)/2$. The definition presupposes no expansion. For a spin density matrix, the usual Bloch vector component $\operatorname{tr}(\rho\sigma_i)$ is twice this coefficient.

```lean
/-- The coefficient of `M` along the `μ`-th matrix of the family: half the trace of
their product. -/
def pauliCoeff (M : Matrix (Fin 2) (Fin 2) ℂ) (μ : Fin 4) : ℂ :=
  (M * pauli μ).trace / 2
```

Only two entries of $M$ enter each trace. For instance, $\operatorname{tr}(M\sigma_y) = M_{01}\,i + M_{10}\,(-i)$. In full,

$$c_0=\tfrac{M_{00}+M_{11}}2,\quad c_1=\tfrac{M_{01}+M_{10}}2,\quad c_2=\tfrac{i(M_{01}-M_{10})}2,\quad c_3=\tfrac{M_{00}-M_{11}}2 .$$

The proof treats the four values of $\mu$ separately: `simp` multiplies out the matrices and `ring` compares the results.

```lean
/-- The four Pauli coefficients of a matrix, read off from its entries. -/
theorem pauliCoeff_eq (M : Matrix (Fin 2) (Fin 2) ℂ) :
    pauliCoeff M = ![(M 0 0 + M 1 1) / 2, (M 0 1 + M 1 0) / 2,
      Complex.I * (M 0 1 - M 1 0) / 2, (M 0 0 - M 1 1) / 2] := by
  funext μ
  fin_cases μ <;>
    simp [pauliCoeff, pauli, σx, σy, σz, Matrix.trace_fin_two, Matrix.mul_apply,
      Fin.sum_univ_two] <;> ring
```

## Combining the matrices and recovering the coefficients

Conversely, any four complex numbers $c_\mu$ give the matrix

$$\sum_\mu c_\mu P_\mu = \begin{pmatrix} c_0+c_3 & c_1-ic_2\\ c_1+ic_2 & c_0-c_3\end{pmatrix}.$$

This is checked entry by entry.

```lean
/-- The entries of a general complex combination of the identity and the Pauli matrices. -/
theorem sum_smul_pauli (c : Fin 4 → ℂ) :
    ∑ μ, c μ • pauli μ =
      !![c 0 + c 3, c 1 - Complex.I * c 2; c 1 + Complex.I * c 2, c 0 - c 3] := by
  ext i j
  fin_cases i <;> fin_cases j <;>
    simp [pauli, σx, σy, σz, Fin.sum_univ_four] <;> ring
```

Inserting these entries into the trace formulas returns the original numbers. The half-sum and half-difference of the diagonal entries are $c_0$ and $c_3$, and the half-sum of the off-diagonal entries is $c_1$. For the remaining coefficient,

$$\tfrac{i}{2}\big[(c_1-ic_2)-(c_1+ic_2)\big] = \tfrac{i}{2}(-2ic_2) = c_2 .$$

No other coefficients can therefore represent the same matrix. In the code, each `show` displays one of these four equations. The third needs $i^2=-1$, which `linear_combination` takes from `Complex.I_sq`.

```lean
/-- The coefficients are unique: the traces recover the coefficients of any combination of
the identity and the Pauli matrices. -/
theorem pauliCoeff_sum (c : Fin 4 → ℂ) : pauliCoeff (∑ μ, c μ • pauli μ) = c := by
  rw [sum_smul_pauli, pauliCoeff_eq]
  funext μ
  fin_cases μ
  · show ((c 0 + c 3) + (c 0 - c 3)) / 2 = c 0
    ring
  · show ((c 1 - Complex.I * c 2) + (c 1 + Complex.I * c 2)) / 2 = c 1
    ring
  · show Complex.I * ((c 1 - Complex.I * c 2) - (c 1 + Complex.I * c 2)) / 2 = c 2
    linear_combination (-c 2) * Complex.I_sq
  · show ((c 0 + c 3) - (c 0 - c 3)) / 2 = c 3
    ring
```

## The expansion of an arbitrary matrix

Now start from $M$ and put its trace coefficients into the combined matrix. The diagonal entries are $c_0\pm c_3 = M_{00}, M_{11}$. The off-diagonal ones are

$$c_1\mp ic_2 = \tfrac{M_{01}+M_{10}}2 \pm \tfrac{M_{01}-M_{10}}2 = M_{01},\,M_{10},$$

with the upper sign for $M_{01}$. All four entries agree with those of $M$.

The theorem states the expansion with its traces written out. Its proof establishes the indexed sum first, by the four entry comparisons above, and then uses $\operatorname{tr}(MI)=\operatorname{tr}M$ for the first term.

```lean
/-- Every complex 2×2 matrix is the sum of the identity and the Pauli matrices, each weighted
by half the trace of its product with the matrix. -/
theorem pauli_expansion (M : Matrix (Fin 2) (Fin 2) ℂ) :
    M = (M.trace / 2) • (1 : Matrix (Fin 2) (Fin 2) ℂ) + ((M * σx).trace / 2) • σx
      + ((M * σy).trace / 2) • σy + ((M * σz).trace / 2) • σz := by
  have h : M = ∑ μ, pauliCoeff M μ • pauli μ := by
    rw [sum_smul_pauli, pauliCoeff_eq]
    ext i j
    fin_cases i <;> fin_cases j
    · show M 0 0 = (M 0 0 + M 1 1) / 2 + (M 0 0 - M 1 1) / 2
      ring
    · show M 0 1 = (M 0 1 + M 1 0) / 2 - Complex.I * (Complex.I * (M 0 1 - M 1 0) / 2)
      linear_combination (M 0 1 - M 1 0) / 2 * Complex.I_sq
    · show M 1 0 = (M 0 1 + M 1 0) / 2 + Complex.I * (Complex.I * (M 0 1 - M 1 0) / 2)
      linear_combination (-(M 0 1 - M 1 0) / 2) * Complex.I_sq
    · show M 1 1 = (M 0 0 + M 1 1) / 2 - (M 0 0 - M 1 1) / 2
      ring
  -- the coefficient along the identity is half the trace of `M` itself
  have h0 : pauliCoeff M 0 = M.trace / 2 := by simp [pauliCoeff, pauli]
  rw [Fin.sum_univ_four, h0] at h
  exact h
```

The indexed form is recorded separately for the arguments below.

```lean
/-- The same expansion, written as one sum over the four matrices. -/
theorem eq_sum_pauliCoeff (M : Matrix (Fin 2) (Fin 2) ℂ) :
    M = ∑ μ, pauliCoeff M μ • pauli μ := by
  have h0 : pauliCoeff M 0 = M.trace / 2 := by simp [pauliCoeff, pauli]
  rw [Fin.sum_univ_four, h0]
  exact pauli_expansion M
```

## Linear independence and spanning

If $\sum_\mu c_\mu P_\mu=0$, taking trace coefficients of both sides gives $c_\mu=0$ for every $\mu$, so the family is linearly independent. The expansion writes every $M$ as a combination of its members, so it spans the space.

The two halves of the theorem say this over the complex numbers: `LinearIndependent ℂ pauli` is independence, and the equation with `⊤` says that the span is the whole matrix space. The first half of the proof applies `pauliCoeff_sum` to a vanishing combination; the second uses `eq_sum_pauliCoeff`.

```lean
/-- The identity and the three Pauli matrices form a complex basis of the 2×2 matrices:
they are linearly independent and span the whole space. -/
theorem pauli_basis :
    LinearIndependent ℂ pauli ∧ Submodule.span ℂ (Set.range pauli) = ⊤ := by
  constructor
  · -- a vanishing combination has the coefficients of the zero matrix
    refine Fintype.linearIndependent_iff.2 fun c hc μ => ?_
    have h := pauliCoeff_sum c
    rw [hc] at h
    exact (congrFun h μ).symm.trans (by simp [pauliCoeff])
  · refine eq_top_iff.2 fun M _ => ?_
    rw [eq_sum_pauliCoeff M]
    exact Submodule.sum_mem _ fun μ _ =>
      Submodule.smul_mem _ _ (Submodule.subset_span ⟨μ, rfl⟩)
```

## Hermitian matrices and real coefficients

The adjoint, written `Mᴴ`, has entries $(M^\dagger)_{ij}=\overline{M_{ji}}$. In $c_0$, $c_1$ and $c_3$ this simply conjugates the result. In $c_2$ the exchange of indices supplies the sign needed to conjugate the factor $i$:

$$c_2(M^\dagger)=\tfrac{i}{2}\big(\overline{M_{10}}-\overline{M_{01}}\big)=\overline{\tfrac{i}{2}(M_{01}-M_{10})}=\overline{c_2(M)} .$$

The proof compares all four coefficients through their entry formulas.

```lean
/-- Taking the adjoint of a matrix conjugates each of its Pauli coefficients. -/
theorem pauliCoeff_conjTranspose (M : Matrix (Fin 2) (Fin 2) ℂ) (μ : Fin 4) :
    pauliCoeff Mᴴ μ = conj (pauliCoeff M μ) := by
  rw [pauliCoeff_eq Mᴴ, pauliCoeff_eq M]
  have h2 : conj (2 : ℂ) = 2 := Complex.conj_eq_iff_im.2 (by simp)
  fin_cases μ <;> simp [Matrix.conjTranspose_apply] <;> rw [h2] <;> ring
```

If $M^\dagger=M$, then $c_\mu=\overline{c_\mu}$, so each coefficient is real. If all four are real, $M^\dagger$ and $M$ have the same coefficients and hence the same expansion, which makes them equal. The theorem expresses reality as a vanishing imaginary part, `.im = 0`. Its `calc` chain expands $M^\dagger$, replaces the conjugated coefficients by the original ones, and reassembles $M$.

```lean
/-- A complex 2×2 matrix is Hermitian if and only if its four Pauli coefficients are real. -/
theorem isHermitian_iff_coeff_real (M : Matrix (Fin 2) (Fin 2) ℂ) :
    M.IsHermitian ↔ ∀ μ, (pauliCoeff M μ).im = 0 := by
  constructor
  · intro h μ
    have hc := pauliCoeff_conjTranspose M μ
    rw [h.eq] at hc
    exact Complex.conj_eq_iff_im.1 hc.symm
  · intro h
    -- `M` and its adjoint have the same expansion
    calc Mᴴ = ∑ μ, pauliCoeff Mᴴ μ • pauli μ := eq_sum_pauliCoeff Mᴴ
      _ = ∑ μ, pauliCoeff M μ • pauli μ := Finset.sum_congr rfl fun μ _ => by
          rw [pauliCoeff_conjTranspose, Complex.conj_eq_iff_im.2 (h μ)]
      _ = M := (eq_sum_pauliCoeff M).symm
```

Real coefficients along the three Pauli matrices alone do not suffice. The matrix $M=iI$ has $c_1=c_2=c_3=0$, but $c_0=i$ and $M^\dagger=-M\neq M$.

## Inner product and determinant in Pauli coordinates

Let $a_\mu$ and $b_\mu$ be the coefficients of $M$ and $N$. The Hilbert–Schmidt product is $\operatorname{tr}(M^\dagger N)=\sum_{ij}\overline{M_{ij}}N_{ij}$. The diagonal entries of $M$ and $N$ contribute

$$\overline{(a_0+a_3)}(b_0+b_3)+\overline{(a_0-a_3)}(b_0-b_3)=2(\overline{a_0}b_0+\overline{a_3}b_3),$$

and their off-diagonal entries contribute

$$(\overline{a_1}+i\overline{a_2})(b_1-ib_2)+(\overline{a_1}-i\overline{a_2})(b_1+ib_2)=2(\overline{a_1}b_1+\overline{a_2}b_2).$$

The total is $2\sum_\mu\overline{a_\mu}b_\mu$. The factor 2 reflects the normalisation: the matrices $P_\mu/\sqrt2$ are orthonormal. The Lean proof runs the same algebra in the other direction, replacing the coefficients by matrix entries and using $i^2=-1$ once.

```lean
/-- The Hilbert–Schmidt product of two matrices is twice the standard inner product of their
Pauli coefficients. -/
theorem trace_conjTranspose_mul (M N : Matrix (Fin 2) (Fin 2) ℂ) :
    (Mᴴ * N).trace = 2 * ∑ μ, conj (pauliCoeff M μ) * pauliCoeff N μ := by
  rw [Matrix.trace_fin_two, Fin.sum_univ_four, pauliCoeff_eq M, pauliCoeff_eq N]
  have h2 : conj (2 : ℂ) = 2 := Complex.conj_eq_iff_im.2 (by simp)
  simp [Matrix.mul_apply, Fin.sum_univ_two, Matrix.conjTranspose_apply]
  rw [h2]
  linear_combination
    (conj (M 0 1) - conj (M 1 0)) * (N 0 1 - N 1 0) / 2 * Complex.I_sq
```

For the determinant, the combined matrix gives

$$\det M=(c_0+c_3)(c_0-c_3)-(c_1-ic_2)(c_1+ic_2)=c_0^2-c_1^2-c_2^2-c_3^2 .$$

This is the Minkowski form with signature $(+,-,-,-)$. For general $M$ the terms are squares of complex numbers, not squared moduli. The proof again substitutes the entry formulas and applies $i^2=-1$ to the $c_2$ term.

```lean
/-- The determinant of a 2×2 matrix is the Minkowski square of its Pauli coefficients. -/
theorem det_eq_minkowski (M : Matrix (Fin 2) (Fin 2) ℂ) :
    M.det = pauliCoeff M 0 ^ 2 - pauliCoeff M 1 ^ 2 - pauliCoeff M 2 ^ 2
      - pauliCoeff M 3 ^ 2 := by
  rw [Matrix.det_fin_two, pauliCoeff_eq]
  show _ = ((M 0 0 + M 1 1) / 2) ^ 2 - ((M 0 1 + M 1 0) / 2) ^ 2
    - (Complex.I * (M 0 1 - M 1 0) / 2) ^ 2 - ((M 0 0 - M 1 1) / 2) ^ 2
  linear_combination (M 0 1 - M 1 0) ^ 2 / 4 * Complex.I_sq

end

end PauliBasis
```

```lean
#print axioms PauliBasis.pauli_basis
#print axioms PauliBasis.isHermitian_iff_coeff_real
#print axioms PauliBasis.trace_conjTranspose_mul
#print axioms PauliBasis.det_eq_minkowski
```

```
'PauliBasis.pauli_basis' depends on axioms: [propext, Classical.choice, Quot.sound]
'PauliBasis.isHermitian_iff_coeff_real' depends on axioms: [propext, Classical.choice, Quot.sound]
'PauliBasis.trace_conjTranspose_mul' depends on axioms: [propext, Classical.choice, Quot.sound]
'PauliBasis.det_eq_minkowski' depends on axioms: [propext, Classical.choice, Quot.sound]
```
